# A $k$-body operator does not connect a determinant to excitations of rank above $k$

## One-body operator, double excitation

Let $a_p$ and $a_p^\dagger$ be fermionic annihilators and creators, with $\{a_p,a_q\}=0$ and $\{a_p,a_q^\dagger\}=\delta_{pq}$, and let $\Phi$ be a determinant in which the modes $c_1,c_2$ are empty, so $a_{c_1}\Phi=a_{c_2}\Phi=0$. For any vector $\chi$ and any modes $p,q$,
$$\langle a_{c_1}^\dagger a_{c_2}^\dagger\chi,\;a_p^\dagger a_q\Phi\rangle=\langle\chi,\;a_{c_2}a_{c_1}a_p^\dagger a_q\Phi\rangle .$$
The first annihilator gives
$$a_{c_1}a_p^\dagger a_q\Phi=\delta_{c_1p}\,a_q\Phi-a_p^\dagger a_{c_1}a_q\Phi=\delta_{c_1p}\,a_q\Phi+a_p^\dagger a_qa_{c_1}\Phi=\delta_{c_1p}\,a_q\Phi .$$
The second gives $a_{c_2}a_q\Phi=-a_qa_{c_2}\Phi=0$. The single creator $a_p^\dagger$ absorbs one annihilator in a contraction; the next one reaches $\Phi$. With $\chi=a_{j_2}a_{j_1}\Phi$, where $j_1\ne j_2$ are occupied in $\Phi$ and $c_1\ne c_2$, the bra is a double excitation, and its matrix element with $a_p^\dagger a_q\Phi$ vanishes.

## The claim

Let $O$ be a set of modes with $a_i^\dagger\Phi=0$ for $i\in O$ and $a_c\Phi=0$ for $c\notin O$. For lists $c=(c_1,\dots,c_r)$ and $j=(j_1,\dots,j_s)$ put
$$T(c;j)=a_{c_1}^\dagger\cdots a_{c_r}^\dagger\,a_{j_s}\cdots a_{j_1},$$
and likewise $T(p;q)$ for $p=(p_1,\dots,p_k)$ and $q=(q_1,\dots,q_m)$. The element $M=\langle T(c;j)\Phi,T(p;q)\Phi\rangle$ obeys:

1. Particle form: if all $c\notin O$ and $r>k$, then $M=0$.
2. Hole form: if all $c\notin O$, all $j\in O$ and $s>m$, then $M=0$.
3. Sharpness: if $\|\Phi\|=1$, the $c\notin O$ are distinct, the $j\in O$ are distinct, $p=c$ and $q=j$, then $M=1$.

In a finite orthonormal spin-orbital basis, the particle form applied to each term of a Hamiltonian with one- and two-body parts says that the Hamiltonian has zero matrix element between the reference determinant of configuration interaction and its triple or higher excitations. Among the Slater–Condon rules this is the vanishing rule; the values of the surviving elements are a separate computation.

## Derivation

Fix operators $A_c$ and a set $V$ of modes. Define $K_0=\{0\}$ and $K_{n+1}=\{\psi : A_c\psi\in K_n \text{ for all } c\in V\}$. Each $K_n$ is a subspace, and it consists of the vectors killed by every product of $n$ operators $A_c$ with $c\in V$.

*Preservation.* If $\{A_c,D\}=0$ for all $c\in V$, then $DK_n\subseteq K_n$. For $n=0$ this is $D0=0$. For $\psi\in K_{n+1}$ one has $A_cD\psi=-DA_c\psi$; here $A_c\psi\in K_n$, so $DA_c\psi\in K_n$ by induction, and $D\psi\in K_{n+1}$.

*Raising.* If $\{A_c,B\}=\alpha_c 1$ with numbers $\alpha_c$, then $BK_n\subseteq K_{n+1}$. Again $n=0$ is $B0=0$. For $\psi\in K_{n+1}$,
$$A_cB\psi=\alpha_c\psi-BA_c\psi .$$
The first term lies in $K_{n+1}$, and so does the second, by induction applied to $A_c\psi\in K_n$. Hence $B\psi\in K_{n+2}$.

*Orthogonality.* If $B_c=A_c^\dagger$, $c_1,\dots,c_r\in V$, $\psi\in K_n$ and $n\le r$, then for any vector $x$
$$\langle B_{c_1}\cdots B_{c_r}x,\psi\rangle=\langle B_{c_{n+1}}\cdots B_{c_r}x,\;A_{c_n}\cdots A_{c_1}\psi\rangle=0 .$$

*Particle form.* Take $A=a$ and $V$ the complement of $O$. Then $\Phi\in K_1$. The annihilators $a_q$ preserve $K_1$, and the $k$ creators $a_p^\dagger$ raise it, so $T(p;q)\Phi\in K_{1+k}$. Orthogonality with $x=a_{j_s}\cdots a_{j_1}\Phi$ and $1+k\le r$ gives $M=0$.

*Hole form.* Take $A=a^\dagger$ and $V=O$. Again $\Phi\in K_1$. Now the $m$ annihilators raise, and the creators preserve because the adjoint of $\{a_p,a_i\}=0$ is $\{a_i^\dagger,a_p^\dagger\}=0$; thus $T(p;q)\Phi\in K_{1+m}$. Each $a_c^\dagger$ of the bra moves to the ket as $a_c$. Since $c\notin O$, we have $\{a_i^\dagger,a_c\}=0$ for $i\in O$, and the ket stays in $K_{1+m}$. Orthogonality with $B=a$, $x=\Phi$ and $1+m\le s$ gives $M=0$.

*Sharpness.* Let $B_c=A_c^\dagger$, $\{A_p,B_q\}=\delta_{pq}$ and $A_c\chi=0$. Then
$$\langle B_c\chi,B_c\chi\rangle=\langle\chi,A_cB_c\chi\rangle=\langle\chi,\chi-B_cA_c\chi\rangle=\langle\chi,\chi\rangle .$$
If $\chi$ is a product of $B$'s over modes different from $c$ acting on a vector $\psi$ with $A_c\psi=0$, then $A_c$ anticommutes through to $\psi$ and $A_c\chi=0$ holds. Removing first the creators and then the annihilators of $T(c;j)\Phi$ one at a time leaves $\langle\Phi,\Phi\rangle=1$.

The count invites an off-by-one slip. The determinant lies in $K_1$, while $K_0$ contains only the zero vector, so the ket lies in $K_{k+1}$ and in general not in $K_k$. Starting from $K_0$ would produce vanishing for $r\ge k$, which sharpness contradicts at $r=k$.

## Formal development

The modes form an arbitrary type `ι`, and `E` is a complex inner product space whose bracket `⟪x, y⟫_ℂ` is antilinear in the first slot. Operators are bounded linear maps `E →L[ℂ] E`.

In Lean 4 with Mathlib:

```lean
import Mathlib

open scoped InnerProductSpace
open Matrix

namespace ExcitationRank

noncomputable section

variable {ι E : Type*} [NormedAddCommGroup E] [InnerProductSpace ℂ E]
```

A product of operators is taken along a list, with the head of the list as the leftmost factor; the empty product is the identity.

```lean
/-- The ordered product `X_{p₁} X_{p₂} ⋯ X_{pₙ}` along a list of modes. -/
def string (X : ι → E →L[ℂ] E) : List ι → E →L[ℂ] E
  | [] => 1
  | p :: l => X p * string X l
```

`killed A V n` is $K_n$, defined by the recursion above: `⊥` is $\{0\}$, `comap` takes the preimage under $A_c$, and `⨅` intersects over $c\in V$. `mem_succ` states the recursion as a membership criterion.

```lean
/-- The states killed by every product of `n` operators `A_c` with `c ∈ V`. -/
def killed (A : ι → E →L[ℂ] E) (V : Set ι) : ℕ → Submodule ℂ E
  | 0 => ⊥
  | n + 1 => ⨅ c ∈ V, (killed A V n).comap (A c : E →ₗ[ℂ] E)

/-- A state is killed by `n + 1` operators iff each `A_c ψ` is killed by `n` of them. -/
theorem mem_succ {A : ι → E →L[ℂ] E} {V : Set ι} {n : ℕ} {ψ : E} :
    ψ ∈ killed A V (n + 1) ↔ ∀ c ∈ V, A c ψ ∈ killed A V n := by
  simp [killed, Submodule.mem_iInf]
```

In `string_preserves` the inner statement `one` is preservation for a single operator, with `e` the relation $A_cD\psi+DA_c\psi=0$ evaluated on $\psi$. The final induction repeats it along the list.

```lean
/-- A string of operators that anticommute with all `A_c`, `c ∈ V`, preserves the space
of states killed by `n` of them. -/
theorem string_preserves {A D : ι → E →L[ℂ] E} {V : Set ι} (l : List ι)
    (h : ∀ p ∈ l, ∀ c ∈ V, A c * D p + D p * A c = 0) {n : ℕ} {ψ : E}
    (hψ : ψ ∈ killed A V n) : string D l ψ ∈ killed A V n := by
  have one : ∀ T : E →L[ℂ] E, (∀ c ∈ V, A c * T + T * A c = 0) →
      ∀ n ψ, ψ ∈ killed A V n → T ψ ∈ killed A V n := by
    intro T hT n
    induction n with
    | zero => intro ψ h; rw [(Submodule.mem_bot ℂ).1 h, map_zero]; exact zero_mem _
    | succ n ih =>
      intro ψ h
      refine mem_succ.2 fun c hc => ?_
      have e : A c (T ψ) + T (A c ψ) = 0 := DFunLike.congr_fun (hT c hc) ψ
      rw [eq_neg_of_add_eq_zero_left e]
      exact neg_mem (ih _ (mem_succ.1 h c hc))
  induction l with
  | nil => exact hψ
  | cons p l ih => exact one _ (h p (by simp)) _ _ (ih fun q hq => h q (by simp [hq]))
```

`string_raises` has the same shape. Rewriting with `e` yields $\alpha\psi-BA_c\psi$, and `sub_mem` treats the two terms separately, as in the derivation. The index grows by `l.length`.

```lean
/-- If all anticommutators `{A_c, B_p}`, `c ∈ V`, are scalars, a string of `m` operators `B`
maps states killed by `n` of the `A_c` to states killed by `n + m` of them. -/
theorem string_raises {A B : ι → E →L[ℂ] E} {V : Set ι} (l : List ι)
    (h : ∀ p, ∀ c ∈ V, ∃ α : ℂ, A c * B p + B p * A c = α • (1 : E →L[ℂ] E)) {n : ℕ} {ψ : E}
    (hψ : ψ ∈ killed A V n) : string B l ψ ∈ killed A V (n + l.length) := by
  have one : ∀ p n ψ, ψ ∈ killed A V n → B p ψ ∈ killed A V (n + 1) := by
    intro p n
    induction n with
    | zero => intro ψ h; rw [(Submodule.mem_bot ℂ).1 h, map_zero]; exact zero_mem _
    | succ n ih =>
      intro ψ hψ
      refine mem_succ.2 fun c hc => ?_
      obtain ⟨α, hα⟩ := h p c hc
      -- contraction term minus the reordered term
      have e : A c (B p ψ) + B p (A c ψ) = α • ψ := DFunLike.congr_fun hα ψ
      rw [eq_sub_of_add_eq e]
      exact sub_mem (Submodule.smul_mem _ α hψ) (ih _ (mem_succ.1 hψ c hc))
  induction l with
  | nil => exact hψ
  | cons p l ih => exact one p _ _ ih
```

`inner_string_eq_zero` is orthogonality. Adjointness enters as the hypothesis `hB`; each induction step uses it to move one operator across and lowers $n$ by one, until the ket lies in `⊥`.

```lean
/-- If `B_c` is adjoint to `A_c`, a string of at least `n` operators `B_c`, `c ∈ V`, gives
a state orthogonal to every state killed by `n` of the `A_c`. -/
theorem inner_string_eq_zero {A B : ι → E →L[ℂ] E} {V : Set ι}
    (hB : ∀ c x y, ⟪B c x, y⟫_ℂ = ⟪x, A c y⟫_ℂ) (x : E) (l : List ι) (hl : ∀ c ∈ l, c ∈ V) :
    ∀ n ψ, n ≤ l.length → ψ ∈ killed A V n → ⟪string B l x, ψ⟫_ℂ = 0 := by
  induction l with
  | nil =>
    intro n ψ hn h
    obtain rfl : n = 0 := by simpa using hn
    rw [(Submodule.mem_bot ℂ).1 h, inner_zero_right]
  | cons c l ih =>
    intro n ψ hn h
    cases n with
    | zero => rw [(Submodule.mem_bot ℂ).1 h, inner_zero_right]
    | succ n =>
      refine (hB c (string B l x) ψ).trans ?_
      exact ih (fun q hq => hl q (by simp [hq])) n _ (by simpa using hn)
        (mem_succ.1 h c (hl c (by simp)))
```

`inner_string_self` is the norm identity, iterated over a list without repetitions (`l.Nodup`). It applies preservation with $V=\{c\}$ to obtain `h3`, which says $A_c\chi=0$; after that `e` reads $A_cB_c\chi=\chi$.

```lean
variable [DecidableEq ι]

/-- If `B_c` is adjoint to `A_c` and `{A_p, B_q} = δ_pq`, a string of `B_c` over distinct
modes whose `A_c` kill `ψ` leaves `⟨ψ, ψ⟩` unchanged. -/
theorem inner_string_self {A B : ι → E →L[ℂ] E} (hB : ∀ c x y, ⟪B c x, y⟫_ℂ = ⟪x, A c y⟫_ℂ)
    (hAB : ∀ p q, A p * B q + B q * A p = if p = q then 1 else 0) {ψ : E} (l : List ι)
    (hl : l.Nodup) (h : ∀ c ∈ l, A c ψ = 0) :
    ⟪string B l ψ, string B l ψ⟫_ℂ = ⟪ψ, ψ⟫_ℂ := by
  induction l with
  | nil => rfl
  | cons c l ih =>
    obtain ⟨hc, hl⟩ := List.nodup_cons.1 hl
    have h1 : ψ ∈ killed A {c} (0 + 1) := mem_succ.2 fun d hd => by
      rw [show d = c from hd, h c (by simp)]; exact zero_mem _
    have h2 := string_preserves (D := B) l (fun p hp d hd => by
      rw [show d = c from hd, hAB, if_neg (fun e : c = p => hc (by rw [e]; exact hp))]) h1
    have h3 : A c (string B l ψ) = 0 := (Submodule.mem_bot ℂ).1 (mem_succ.1 h2 c rfl)
    have e : A c (B c (string B l ψ)) + B c (A c (string B l ψ)) = string B l ψ :=
      DFunLike.congr_fun ((hAB c c).trans (if_pos rfl)) _
    rw [h3, map_zero, add_zero] at e
    refine (hB c (string B l ψ) (B c (string B l ψ))).trans ?_
    rw [e, ih hl fun q hq => h q (by simp [hq])]
```

From here `E` is complete, hence a Hilbert space of any dimension, and `cr a p` is the adjoint $a_p^\dagger$.

```lean
variable [CompleteSpace E]

/-- The creation operator `a_p†`, adjoint of `a_p`. -/
def cr (a : ι → E →L[ℂ] E) (p : ι) : E →L[ℂ] E := star (a p)
```

The anticommutation relations are assumed, not built from antisymmetric tensors. The relation between two creators is omitted since it follows by taking adjoints.

```lean
/-- Canonical anticommutation relations `{a_p, a_q} = 0`, `{a_p, a_q†} = δ_pq`. -/
structure IsCAR (a : ι → E →L[ℂ] E) : Prop where
  ann : ∀ p q, a p * a q + a q * a p = 0
  mix : ∀ p q, a p * cr a q + cr a q * a p = if p = q then 1 else 0
```

A determinant is characterised by the operators that kill it. The definition fixes no norm, admits $\Phi=0$, and allows $O$ to be infinite.

```lean
/-- Determinant with occupied set `O`: `a_i† Φ = 0` for `i ∈ O`, `a_c Φ = 0` for `c ∉ O`. -/
structure IsDeterminant (a : ι → E →L[ℂ] E) (O : Set ι) (Φ : E) : Prop where
  occ : ∀ i ∈ O, cr a i Φ = 0
  virt : ∀ c ∉ O, a c Φ = 0
```

`excite a ps qs` is $T(p;q)$; reversing `qs` places $a_{q_1}$ next to the state. `kBody a k w` is $W=\sum_{p,q}w_{pq}\,T(p;q)$ over finitely many modes, with complex coefficients $w_{pq}$ that need no symmetry and carry any prefactor. The tuples are functions on `Fin k`, so $p_1$ is the value at index $0$.

```lean
/-- The operator `a_{p₁}† ⋯ a_{pₖ}† a_{qₘ} ⋯ a_{q₁}`. -/
def excite (a : ι → E →L[ℂ] E) (ps qs : List ι) : E →L[ℂ] E :=
  string (cr a) ps * string a qs.reverse

/-- The `k`-body operator `Σ w_{pq} a_{p₁}† ⋯ a_{pₖ}† a_{qₖ} ⋯ a_{q₁}`. -/
def kBody [Fintype ι] (a : ι → E →L[ℂ] E) (k : ℕ) (w : (Fin k → ι) → (Fin k → ι) → ℂ) :
    E →L[ℂ] E :=
  ∑ p, ∑ q, w p q • excite a (List.ofFn p) (List.ofFn q)
```

`particle_rank` is claim 1: `hc` says the $c$ are unoccupied and `hk` says $k<r$. The lists `js`, `ps`, `qs` are unrestricted in content, the lengths $s$ and $m$ are free, and $\Phi$ need not be normalised. The steps `h1`, `h2`, `h3` place $\Phi$ in $K_1$, then $a_{q_m}\cdots a_{q_1}\Phi$ in $K_1$, then the ket in $K_{1+k}$.

```lean
variable {a : ι → E →L[ℂ] E} {O : Set ι} {Φ : E}

/-- If the `c` are unoccupied and outnumber the `p`, then
`⟨a_c†⋯ a_j⋯ Φ, a_p†⋯ a_q⋯ Φ⟩ = 0` for arbitrary modes `j`, `p`, `q`. -/
theorem particle_rank (ha : IsCAR a) (hΦ : IsDeterminant a O Φ) (cs js ps qs : List ι)
    (hc : ∀ c ∈ cs, c ∉ O) (hk : ps.length < cs.length) :
    ⟪excite a cs js Φ, excite a ps qs Φ⟫_ℂ = 0 := by
  have h1 : Φ ∈ killed a Oᶜ (0 + 1) := mem_succ.2 fun c hc => by
    rw [hΦ.virt c hc]; exact zero_mem _
  have h2 := string_preserves (D := a) qs.reverse (fun p _ c _ => ha.ann c p) h1
  have h3 := string_raises (B := cr a) ps (fun p c _ =>
    ⟨if c = p then 1 else 0, by rw [ha.mix]; split_ifs <;> simp⟩) h2
  exact inner_string_eq_zero (A := a) (B := cr a) (V := Oᶜ)
    (fun c x y => ContinuousLinearMap.adjoint_inner_left (a c) y x) _ cs hc _ _ (by omega) h3
```

`hole_rank` is claim 2. Here `h2` raises, and `h3` preserves using the adjoint of `ha.ann`. The statement `move` carries the creators of the bra across one at a time, for every ket in $K_{1+m}$, and ends in orthogonality when none is left.

```lean
/-- If the `j` are occupied and outnumber the `q`, and the `c` are unoccupied, then
`⟨a_c†⋯ a_j⋯ Φ, a_p†⋯ a_q⋯ Φ⟩ = 0` for arbitrary modes `p`, `q`. -/
theorem hole_rank (ha : IsCAR a) (hΦ : IsDeterminant a O Φ) (cs js ps qs : List ι)
    (hc : ∀ c ∈ cs, c ∉ O) (hj : ∀ j ∈ js, j ∈ O) (hk : qs.length < js.length) :
    ⟪excite a cs js Φ, excite a ps qs Φ⟫_ℂ = 0 := by
  have h1 : Φ ∈ killed (cr a) O (0 + 1) := mem_succ.2 fun i hi => by
    rw [hΦ.occ i hi]; exact zero_mem _
  have h2 := string_raises (B := a) qs.reverse (fun q i _ =>
    ⟨if q = i then 1 else 0, by rw [add_comm, ha.mix]; split_ifs <;> simp⟩) h1
  have h3 := string_preserves (D := cr a) ps (fun p _ i _ => by
    have := congrArg star (ha.ann p i)
    simp only [star_add, star_mul, star_zero] at this
    exact this) h2
  -- unoccupied creators in the bra become annihilators that open no hole in the ket
  have move : ∀ l : List ι, (∀ c ∈ l, c ∉ O) →
      ∀ ψ ∈ killed (cr a) O (0 + 1 + qs.reverse.length),
      ⟪string (cr a) l (string a js.reverse Φ), ψ⟫_ℂ = 0 := by
    intro l
    induction l with
    | nil =>
      intro _ ψ hψ
      exact inner_string_eq_zero (A := cr a) (B := a) (V := O)
        (fun c x y => (ContinuousLinearMap.adjoint_inner_right (a c) x y).symm) Φ js.reverse
        (by simpa using hj) _ _ (by simp only [List.length_reverse]; omega) hψ
    | cons c l ih =>
      intro hl ψ hψ
      refine (ContinuousLinearMap.adjoint_inner_left (a c) ψ
        (string (cr a) l (string a js.reverse Φ))).trans ?_
      refine ih (fun q hq => hl q (by simp [hq])) _
        (string_preserves (D := a) [c] (fun p hp i hi => ?_) hψ)
      obtain rfl : p = c := by simpa using hp
      rw [add_comm, ha.mix, if_neg (fun e : p = i => hl p (by simp) (by rw [e]; exact hi))]
  exact move cs hc _ h3
```

`kBody_rank` expands $\langle T(c;j)\Phi,W\Phi\rangle$ by linearity in the second slot and applies the particle form term by term. Both lists in the bra have length $r>k$, and the $j$ are arbitrary modes. At $k=0$ the operator $W$ is a multiple of the identity, and the statement says that such excited vectors are orthogonal to $\Phi$.

```lean
/-- A `k`-body operator has zero matrix element between `Φ` and
`a_{c₁}† ⋯ a_{cᵣ}† a_{jᵣ} ⋯ a_{j₁} Φ` when the `c` are unoccupied and `r > k`. -/
theorem kBody_rank [Fintype ι] (ha : IsCAR a) (hΦ : IsDeterminant a O Φ) {k r : ℕ}
    (w : (Fin k → ι) → (Fin k → ι) → ℂ) (c j : Fin r → ι) (hc : ∀ m, c m ∉ O) (hk : k < r) :
    ⟪excite a (List.ofFn c) (List.ofFn j) Φ, kBody a k w Φ⟫_ℂ = 0 := by
  simp only [kBody, _root_.sum_apply, _root_.smul_apply, inner_sum,
    inner_smul_right]
  refine Finset.sum_eq_zero fun p _ => Finset.sum_eq_zero fun q _ => ?_
  rw [particle_rank ha hΦ _ _ _ _ (by simpa [List.mem_ofFn] using hc) (by simpa using hk),
    mul_zero]
```

`rank_sharp` is claim 3, so $T(c;j)\Phi$ is a unit vector, and the strict inequalities above cannot become $r\ge k$ or $s\ge m$. The lists may differ in length. `e1` strips the creators, which needs `h2` to know that each $a_c$ kills $a_{j_s}\cdots a_{j_1}\Phi$; `e2` strips the annihilators.

```lean
/-- For a unit determinant, distinct unoccupied `c` and distinct occupied `j`, the matrix
element with `p = c` and `q = j` equals one. -/
theorem rank_sharp (ha : IsCAR a) (hΦ : IsDeterminant a O Φ) (hn : ‖Φ‖ = 1) (cs js : List ι)
    (hc : ∀ c ∈ cs, c ∉ O) (hj : ∀ j ∈ js, j ∈ O) (hcs : cs.Nodup) (hjs : js.Nodup) :
    ⟪excite a cs js Φ, excite a cs js Φ⟫_ℂ = 1 := by
  have h1 : Φ ∈ killed a Oᶜ (0 + 1) := mem_succ.2 fun c hc => by
    rw [hΦ.virt c hc]; exact zero_mem _
  have h2 := string_preserves (D := a) js.reverse (fun p _ c _ => ha.ann c p) h1
  have e1 := inner_string_self (A := a) (B := cr a)
    (fun c x y => ContinuousLinearMap.adjoint_inner_left (a c) y x) ha.mix cs hcs
    (fun c h => (Submodule.mem_bot ℂ).1 (mem_succ.1 h2 c (hc c h)))
  have e2 := inner_string_self (A := cr a) (B := a)
    (fun c x y => (ContinuousLinearMap.adjoint_inner_right (a c) x y).symm)
    (fun p q => by rw [add_comm, ha.mix]; simp only [eq_comm]) js.reverse
    (by simpa using hjs) (fun j h => hΦ.occ j (hj j (by simpa using h)))
  refine (e1.trans e2).trans ?_
  rw [inner_self_eq_norm_sq_to_K, hn]
  simp
```

A concrete model has two modes $0,1$ on $\mathbb C^4$ with basis $e_0,\dots,e_3$. The matrices act as $a_0e_1=e_0$, $a_0e_3=e_2$, $a_1e_2=e_0$, $a_1e_3=-e_1$, and as zero on the other basis vectors. So $e_0$ is empty, $e_1$ has mode $0$ filled, $e_2$ has mode $1$ filled, and $e_3$ has both.

```lean
/-- Jordan-Wigner matrices of the annihilators of two modes. -/
def jw : Fin 2 → Matrix (Fin 4) (Fin 4) ℂ :=
  ![!![0, 1, 0, 0; 0, 0, 0, 0; 0, 0, 0, 1; 0, 0, 0, 0],
    !![0, 0, 1, 0; 0, 0, 0, -1; 0, 0, 0, 0; 0, 0, 0, 0]]

/-- A `4 × 4` matrix as an operator on `ℂ⁴`. -/
abbrev rep := Matrix.toEuclideanCLM (n := Fin 4) (𝕜 := ℂ)
```

`determinant_witness` shows that these operators satisfy `IsCAR` and that $\Phi=e_1$ is a unit determinant with $O=\{0\}$. The relations are checked entry by entry in `h1` and `h2` and carried to operators by `rep`, which respects sums, products and adjoints.

```lean
/-- The two-mode Jordan-Wigner operators obey the CAR, and `(0,1,0,0)` is a unit
determinant with occupied set `{0}`. -/
theorem determinant_witness : IsCAR (fun p => rep (jw p)) ∧
    IsDeterminant (fun p => rep (jw p)) {0} (WithLp.toLp 2 ![0, 1, 0, 0]) ∧
    ‖(WithLp.toLp 2 ![0, 1, 0, 0] : EuclideanSpace ℂ (Fin 4))‖ = 1 := by
  have h1 : ∀ p q, jw p * jw q + jw q * jw p = 0 := by
    intro p q
    fin_cases p <;> fin_cases q <;> ext i j <;> fin_cases i <;> fin_cases j <;>
      simp [jw]
  have h2 : ∀ p q, jw p * star (jw q) + star (jw q) * jw p = if p = q then 1 else 0 := by
    intro p q
    fin_cases p <;> fin_cases q <;> ext i j <;> fin_cases i <;> fin_cases j <;>
      simp only [Matrix.add_apply, Matrix.mul_apply, Fin.sum_univ_four, Matrix.star_apply] <;>
      simp [jw]
  have act : ∀ M x, M *ᵥ x = 0 → rep M (WithLp.toLp 2 x) = 0 := by
    intro M x h
    have : rep M (WithLp.toLp 2 x) = WithLp.toLp 2 (M *ᵥ x) := rfl
    rw [this, h]; rfl
  refine ⟨⟨fun p q => ?_, fun p q => ?_⟩, ⟨fun i hi => ?_, fun c hc => act _ _ ?_⟩, ?_⟩
  · have := congrArg (⇑rep) (h1 p q)
    rwa [map_add, map_mul, map_mul, map_zero] at this
  · have := congrArg (⇑rep) (h2 p q)
    rw [map_add, map_mul, map_mul, map_star] at this
    refine this.trans ?_
    split_ifs <;> simp
  · obtain rfl : i = 0 := hi
    have := act (star (jw 0)) ![0, 1, 0, 0] (by
      ext i; fin_cases i <;>
        simp [jw, Matrix.mulVec, dotProduct, Fin.sum_univ_four, Matrix.star_apply])
    rwa [map_star] at this
  · obtain rfl : c = 1 := by fin_cases c <;> simp_all
    ext i; fin_cases i <;> simp [jw, Matrix.mulVec, dotProduct, Fin.sum_univ_four]
  · simp [EuclideanSpace.norm_eq, Fin.sum_univ_four]

end

end ExcitationRank
```

```lean
#print axioms ExcitationRank.hole_rank
#print axioms ExcitationRank.kBody_rank
#print axioms ExcitationRank.rank_sharp
```

```
'ExcitationRank.hole_rank' depends on axioms: [propext, Classical.choice, Quot.sound]
'ExcitationRank.kBody_rank' depends on axioms: [propext, Classical.choice, Quot.sound]
'ExcitationRank.rank_sharp' depends on axioms: [propext, Classical.choice, Quot.sound]
```

## Occupied creators in the bra

The same model shows what happens without `hc`; the value below is read off the matrices and is not the content of a theorem. Take $c=(0)$, $j=(0)$ and empty lists $p$ and $q$. Then $r=1>k=0$, $s=1>m=0$ and $j_1\in O$, so every other hypothesis of `particle_rank` and of `hole_rank` holds, but
$$\langle a_0^\dagger a_0e_1,\,e_1\rangle=\langle e_1,e_1\rangle=1 .$$
The creator refills the hole that $a_0$ opened, and the bra is $\Phi$ itself. In the particle argument $a_0$ does not belong to the operators that define $K_n$; in the hole argument $a_0$ has a nonzero anticommutator with $a_0^\dagger$ and raises the index where preservation was needed.
